# The correlation virial relation for a smooth local functional in one dimension

A density-functional code may compute a correlation energy and a correlation potential in separate routines. If the potential carries a wrong factor, the energy of a given density still looks right, while the self-consistent density and the forces derived from it are wrong. Comparing the two routines needs an identity in which both appear. The virial relation is one: it fixes an integral over the potential by the way the energy responds when the density is compressed. It is derived here for a local functional of a smooth, compactly supported density on the line, where it can serve as a consistency check on an implementation.

## Compressing the density

Let $e:\mathbb R\to\mathbb R$ be twice continuously differentiable with $e(0)=0$, and let the density $n:\mathbb R\to\mathbb R$ be continuously differentiable with compact support. Define the energy, the potential and the scaled density by

$$E[n]=\int e(n(x))\,dx,\qquad v(x)=e'(n(x)),\qquad n_g(x)=g\,n(gx).$$

For $g>1$ the scaled density is narrower and higher than $n$, with the same number of particles. The claim is

$$\frac{d}{dg}E[n_g]\Big|_{g=1}=-\int n(x)\,x\,v'(x)\,dx .$$

When $E$ is read as a correlation energy $E_c$, the left side is $E_c+T_c$, where $T_c$ is the kinetic correlation energy. In the exact theory $T_c$ is the kinetic energy of the interacting ground state minus that of the Kohn–Sham state with the same density, and its link to the scaling derivative is derived from the wavefunctions, for an interaction that scales as an inverse length. The Coulomb repulsion $1/r$ and, on the line, the contact repulsion $\delta(x)$ scale in this way; the softened Coulomb repulsion common in one-dimensional models does not. Here that link is taken as the definition of $T_c$.

**Force balance.** Introduce the local pressure $p(t)=t\,e'(t)-e(t)$. Since $p(n)=n\,v-e(n)$,

$$\frac{d}{dx}p(n(x))=n'v+n\,v'-e'(n)\,n'=n(x)\,v'(x).$$

Because $p(0)=-e(0)=0$, the function $p(n(x))$ vanishes outside the support of $n$. Integration gives $\int n\,v'\,dx=0$: the potential exerts no net force on the density.

**The virial of the pressure.** In the same way,

$$\frac{d}{dx}\bigl[x\,p(n(x))\bigr]=p(n(x))+n(x)\,x\,v'(x),$$

and the left side integrates to zero. Hence $\int p(n)\,dx=-\int n\,x\,v'\,dx$.

**The scaling derivative.** For $g>0$ the substitution $y=gx$ gives

$$E[n_g]=\frac1g\,I(g),\qquad I(g)=\int e(g\,n(y))\,dy,\qquad I'(g)=\int n(y)\,e'(g\,n(y))\,dy.$$

Differentiation under the integral is allowed by a uniform bound. If $|n|\le C$ and $|a-g|<1$, then $|a\,n(y)|\le(|g|+1)C$. On that bounded interval the continuous function $e'$ satisfies $|e'|\le M$ for some $M$, so the integrand is dominated by $M|n|$. The product rule now gives

$$\frac{d}{dg}E[n_g]=\frac{I'(g)}g-\frac{I(g)}{g^2}=\frac1{g^2}\int p(g\,n(y))\,dy=\frac1g\int p(n_g(x))\,dx .$$

Applying the pressure virial to $n_g$, with potential $v_g(x)=e'(n_g(x))$, yields

$$\frac{d}{dg}E[n_g]=-\frac1g\int n_g(x)\,x\,v_g'(x)\,dx .$$

The claim is the case $g=1$.

**A quadratic energy density.** For $e(t)=c\,t^2$ the pressure is $p(t)=2ct^2-ct^2=e(t)$, so $E[n]$ itself equals $-\int n\,x\,v'\,dx$, and $T_c=0$.

## A box density breaks the relation

The smoothness of $n$ matters. Take $e(t)=t^2$ and let $n$ be $1$ on $[0,1]$ and $0$ elsewhere. This is a mathematical test case, not a physical density: a density with jumps does not come from a wavefunction of finite kinetic energy. Then $n_g$ equals $g$ on $[0,1/g]$, so $E[n_g]=g$, with derivative $1$. The potential $v=2n$ is constant except for its jumps at $0$ and $1$, so $v'=0$ at every other point and the virial integral is $0$. The force sits entirely in the jumps, which the pointwise derivative does not see.

## Energy, potential and pressure in Lean

```lean
import Mathlib

open MeasureTheory Filter Topology

namespace LocalCorrelationVirial

noncomputable section
```

The energy density `e` and the density `n` are both functions `ℝ → ℝ`, and the integral runs over the whole line.

```lean
/-- The energy of a local density functional, the integral of `e (n x)` over the line. -/
def localEnergy (e n : ℝ → ℝ) : ℝ := ∫ x, e (n x)
```

The scaling keeps the prefactor `g` that conserves the particle number in one dimension.

```lean
/-- The uniformly scaled density `g n(g x)`. -/
def scaled (n : ℝ → ℝ) (g : ℝ) : ℝ → ℝ := fun x => g * n (g * x)
```

The potential is written down directly as $e'(n(x))$; it is not obtained as a functional derivative of `localEnergy`.

```lean
/-- The potential `e'(n(x))` of the local functional. -/
def potential (e n : ℝ → ℝ) : ℝ → ℝ := fun x => deriv e (n x)
```

The pressure is a function of the density value, so `pressure e` can itself take the place of an energy density in `localEnergy`.

```lean
/-- The local pressure `t e'(t) - e(t)` at density `t`. -/
def pressure (e : ℝ → ℝ) : ℝ → ℝ := fun t => t * deriv e t - e t
```

The last definition is the scaling relation for $T_c$. Lean's `deriv` returns $0$ where no derivative exists, but `scaling_virial` below shows that this one does exist under the stated hypotheses.

```lean
/-- The kinetic correlation energy defined by coordinate scaling: the derivative of the
energy of the scaled density at `g = 1`, minus the energy. -/
def kineticCorrelation (e n : ℝ → ℝ) : ℝ :=
  deriv (fun g => localEnergy e (scaled n g)) 1 - localEnergy e n
```

The zero-force and virial theorems below assume what the derivation by hand assumed: $e$ is twice continuously differentiable with $e(0)=0$, and $n$ is continuously differentiable with compact support. They require neither $n\ge0$ nor a normalisation. The assumptions do restrict the model: compact support excludes exponential tails, and two continuous derivatives of `e` at zero density exclude an energy density such as $|t|^{4/3}$. Gradient-dependent functionals and three dimensions are not treated.

## Force balance and the two integral identities

A continuous function of the density that vanishes at zero density inherits the compact support of `n`, and is therefore integrable.

```lean
/-- For a continuous density with compact support, a continuous function of the density that
vanishes at zero density is integrable over the line. -/
theorem integrable_local {f n : ℝ → ℝ} (hf : Continuous f) (h0 : f 0 = 0)
    (hn : Continuous n) (hc : HasCompactSupport n) : Integrable (fun x => f (n x)) :=
  (hf.comp hn).integrable_of_hasCompactSupport (hc.comp_left h0)
```

The potential is the composition of $e'$ with $n$. Both are continuously differentiable, so $v'$ exists and is continuous.

```lean
/-- The potential of a twice continuously differentiable local functional is continuously
differentiable when the density is. -/
theorem potential_contDiff {e n : ℝ → ℝ} (he : ContDiff ℝ 2 e) (hn : ContDiff ℝ 1 n) :
    ContDiff ℝ 1 (potential e n) := by
  have h : ContDiff ℝ (1 + 1) e := by
    rw [one_add_one_eq_two]
    exact he
  exact (contDiff_succ_iff_deriv.1 h).2.2.comp hn
```

Force balance is a pointwise statement: `HasDerivAt f d x` says that `f` is differentiable at `x` with derivative `d`. The proof applies the product rule to $n\,v$ and the chain rule to $e(n)$, and `ring` cancels the two terms containing $n'$.

```lean
/-- Force balance: the gradient of the local pressure is the density times the gradient
of the potential. -/
theorem force_balance {e n : ℝ → ℝ} (he : ContDiff ℝ 2 e) (hn : ContDiff ℝ 1 n) (x : ℝ) :
    HasDerivAt (fun y => pressure e (n y)) (n x * deriv (potential e n) x) x := by
  have h1 : HasDerivAt n (deriv n x) x :=
    ((hn.differentiable (by norm_num)) x).hasDerivAt
  have h2 : HasDerivAt (potential e n) (deriv (potential e n) x) x :=
    (((potential_contDiff he hn).differentiable (by norm_num)) x).hasDerivAt
  have h3 : HasDerivAt e (deriv e (n x)) (n x) :=
    ((he.differentiable (by norm_num)) (n x)).hasDerivAt
  refine ((h1.mul h2).sub (h3.comp x h1)).congr_deriv ?_
  simp only [potential]
  ring
```

Both integral identities turn on one Mathlib lemma, `integral_eq_zero_of_hasDerivAt_of_integrable`. It says that if $F$ has derivative $F'$ everywhere on the line, and both $F$ and $F'$ are integrable, then $\int F'=0$. The integrability of $F'$ gives $F$ a limit at each end of the line, and the integrability of $F$ forces those limits to be zero. The lemma thus does the work of the vanishing boundary terms, without a choice of interval containing the support. What remains is to supply the derivative and two integrability proofs.

For the zero-force theorem, $F=p(n)$ and the derivative is `force_balance`.

```lean
/-- Zero-force theorem: the potential of the local functional exerts no net force on
the density. -/
theorem zero_force {e n : ℝ → ℝ} (he : ContDiff ℝ 2 e) (h0 : e 0 = 0)
    (hn : ContDiff ℝ 1 n) (hc : HasCompactSupport n) :
    ∫ x, n x * deriv (potential e n) x = 0 := by
  have hd : Continuous (deriv e) := he.continuous_deriv one_le_two
  have hv := (potential_contDiff he hn).continuous_deriv le_rfl
  refine integral_eq_zero_of_hasDerivAt_of_integrable (force_balance he hn) ?_ ?_
  · exact (hn.continuous.mul hv).integrable_of_hasCompactSupport hc.mul_right
  · exact integrable_local (f := pressure e) ((continuous_id.mul hd).sub he.continuous)
      (by simp [pressure, h0]) hn.continuous hc
```

For the pressure virial, $F=x\,p(n)$. The facts `i1`, `i2` and `i3` give the integrability of $p(n)$, $n\,x\,v'$ and $x\,p(n)$. The step `key` is the vanishing integral of the total derivative, which is then split into its two terms.

```lean
/-- The integrated local pressure equals minus the integral of `n x v'`. -/
theorem pressure_virial {e n : ℝ → ℝ} (he : ContDiff ℝ 2 e) (h0 : e 0 = 0)
    (hn : ContDiff ℝ 1 n) (hc : HasCompactSupport n) :
    localEnergy (pressure e) n = -∫ x, n x * x * deriv (potential e n) x := by
  have hd : Continuous (deriv e) := he.continuous_deriv one_le_two
  have hv := (potential_contDiff he hn).continuous_deriv le_rfl
  have hp : Continuous (pressure e) := (continuous_id.mul hd).sub he.continuous
  have hp0 : pressure e 0 = 0 := by simp [pressure, h0]
  have i1 : Integrable (fun x => pressure e (n x)) :=
    integrable_local hp hp0 hn.continuous hc
  have i2 : Integrable (fun x => n x * x * deriv (potential e n) x) :=
    ((hn.continuous.mul continuous_id).mul hv).integrable_of_hasCompactSupport
      (hc.mul_right.mul_right)
  have i3 : Integrable (fun x => x * pressure e (n x)) :=
    (continuous_id.mul (hp.comp hn.continuous)).integrable_of_hasCompactSupport
      ((hc.comp_left hp0).mul_left)
  -- the total derivative of x p(n(x)) integrates to zero
  have key : ∫ x, (pressure e (n x) + n x * x * deriv (potential e n) x) = 0 := by
    refine integral_eq_zero_of_hasDerivAt_of_integrable (fun x => ?_) (i1.add i2) i3
    refine ((hasDerivAt_id x).mul (force_balance he hn x)).congr_deriv ?_
    simp only [id]
    ring
  rw [integral_add i1 i2] at key
  unfold localEnergy
  linarith
```

## Differentiating along the scaling path

The substitution $y=gx$ is Mathlib's `Measure.integral_comp_mul_left`. Its factor is $|g^{-1}|$, which the hypothesis `0 < g` turns into $g^{-1}$. No regularity of `e` or `n` is needed.

```lean
/-- Scaling the coordinate turns the energy of the scaled density into `1/g` times the
integral of `e (g n)`, for `g > 0`. -/
theorem localEnergy_scaled (e n : ℝ → ℝ) {g : ℝ} (hg : 0 < g) :
    localEnergy e (scaled n g) = g⁻¹ * ∫ x, e (g * n x) := by
  have h := Measure.integral_comp_mul_left (fun y => e (g * n y)) g
  rw [abs_of_pos (inv_pos.mpr hg), smul_eq_mul] at h
  exact h
```

The next theorem is the formula for $I'(g)$. The constants `C` and `M` are those of the derivation by hand, and the dominating function is `‖n x‖ * M` on the ball of radius $1$ around `g`. The remaining goals ask for measurability, integrability, the bound itself and the pointwise chain rule.

```lean
/-- The derivative of the integral of `e (g n)` with respect to the amplitude `g` is the
integral of `n e'(g n)`. -/
theorem hasDerivAt_amplitude {e n : ℝ → ℝ} (he : ContDiff ℝ 2 e) (h0 : e 0 = 0)
    (hn : Continuous n) (hc : HasCompactSupport n) (g : ℝ) :
    HasDerivAt (fun a => ∫ x, e (a * n x)) (∫ x, n x * deriv e (g * n x)) g := by
  have hd : Continuous (deriv e) := he.continuous_deriv one_le_two
  -- e' is bounded on the range of densities met near g
  obtain ⟨C, hC⟩ := hc.exists_bound_of_continuous hn
  obtain ⟨M, hM⟩ := (isCompact_Icc (a := -((|g| + 1) * C))
    (b := (|g| + 1) * C)).exists_bound_of_continuousOn hd.continuousOn
  refine (hasDerivAt_integral_of_dominated_loc_of_deriv_le (μ := volume)
    (F := fun a x => e (a * n x)) (F' := fun a x => n x * deriv e (a * n x))
    (bound := fun x => ‖n x‖ * M) (Metric.ball_mem_nhds g one_pos)
    ?_ ?_ ?_ ?_ ?_ ?_).2
  · exact Eventually.of_forall fun a =>
      (he.continuous.comp (continuous_const.mul hn)).aestronglyMeasurable
  · exact integrable_local (f := fun t => e (g * t))
      (he.continuous.comp (continuous_const.mul continuous_id)) (by simp [h0]) hn hc
  · exact (hn.mul (hd.comp (continuous_const.mul hn))).aestronglyMeasurable
  · refine Eventually.of_forall fun x a ha => ?_
    show ‖n x * deriv e (a * n x)‖ ≤ ‖n x‖ * M
    rw [norm_mul]
    refine mul_le_mul_of_nonneg_left (hM _ ?_) (norm_nonneg _)
    rw [Set.mem_Icc, ← abs_le, abs_mul]
    rw [Metric.mem_ball, Real.dist_eq] at ha
    have h1 : |a| ≤ |g| + 1 := by linarith [abs_sub_abs_le_abs_sub a g]
    exact mul_le_mul h1 (hC x) (abs_nonneg _) (by positivity)
  · exact (hn.integrable_of_hasCompactSupport hc).norm.mul_const M
  · refine Eventually.of_forall fun x a _ => ?_
    have h1 : HasDerivAt e (deriv e (a * n x)) (a * n x) :=
      ((he.differentiable (by norm_num)) _).hasDerivAt
    exact (h1.comp a (hasDerivAt_mul_const (n x))).congr_deriv (mul_comm _ _)
```

The virial theorem holds at every $g>0$, with the potential evaluated on the scaled density. The proof first rewrites the claimed value: `pressure_virial`, read backwards, turns the virial of $n_g$ into $\int p(n_g)$. Then `localEnergy_scaled`, with the pressure as energy density, turns this into $g^{-1}\int p(g\,n)$, and `hp` splits that integral into $g\,I'(g)-I(g)$. The product rule for $a^{-1}I(a)$ supplies the derivative. Since $E[n_a]=a^{-1}I(a)$ was shown only for $a>0$, `congr_of_eventuallyEq` transfers the derivative using equality near $g$. The closing algebra matches the two expressions.

```lean
/-- Virial theorem along the scaling path: for every `g > 0` the derivative of the energy
of the scaled density `n_g` is `1/g` times minus the integral of `n_g x v'`, with `v` the
potential of `n_g`. -/
theorem scaling_virial {e n : ℝ → ℝ} (he : ContDiff ℝ 2 e) (h0 : e 0 = 0)
    (hn : ContDiff ℝ 1 n) (hc : HasCompactSupport n) {g : ℝ} (hg : 0 < g) :
    HasDerivAt (fun a => localEnergy e (scaled n a))
      (g⁻¹ * -∫ x, scaled n g x * x * deriv (potential e (scaled n g)) x) g := by
  have hd : Continuous (deriv e) := he.continuous_deriv one_le_two
  have hs : ContDiff ℝ 1 (scaled n g) :=
    contDiff_const.mul (hn.comp (contDiff_const.mul contDiff_id))
  have hsc : HasCompactSupport (scaled n g) := (hc.comp_smul hg.ne').mul_left
  have i1 : Integrable (fun x => n x * deriv e (g * n x)) :=
    (hn.continuous.mul (hd.comp (continuous_const.mul
      hn.continuous))).integrable_of_hasCompactSupport hc.mul_right
  have i2 : Integrable (fun x => e (g * n x)) :=
    integrable_local (f := fun t => e (g * t))
      (he.continuous.comp (continuous_const.mul continuous_id)) (by simp [h0])
      hn.continuous hc
  have hp : ∫ x, pressure e (g * n x) =
      g * (∫ x, n x * deriv e (g * n x)) - ∫ x, e (g * n x) := by
    rw [← integral_const_mul, ← integral_sub (i1.const_mul g) i2]
    simp only [pressure, mul_assoc]
  rw [← pressure_virial he h0 hs hsc, localEnergy_scaled _ _ hg, hp]
  -- product rule for (1/a) times the integral of e(a n)
  have h := (hasDerivAt_inv hg.ne').mul (hasDerivAt_amplitude he h0 hn.continuous hc g)
  have h' := h.congr_of_eventuallyEq (f₁ := fun a => localEnergy e (scaled n a))
    ((eventually_gt_nhds hg).mono fun a ha => localEnergy_scaled e n ha)
  refine h'.congr_deriv ?_
  have hg' := hg.ne'
  field_simp
  ring
```

At $g=1$ the scaled density is $n$ itself. Inserting the definition of `kineticCorrelation` cancels the energy and leaves the relation for $E_c+T_c$.

```lean
/-- Correlation virial relation: the energy plus the kinetic correlation energy equals
minus the integral of `n x v'`. -/
theorem correlation_virial {e n : ℝ → ℝ} (he : ContDiff ℝ 2 e) (h0 : e 0 = 0)
    (hn : ContDiff ℝ 1 n) (hc : HasCompactSupport n) :
    localEnergy e n + kineticCorrelation e n =
      -∫ x, n x * x * deriv (potential e n) x := by
  have h := (scaling_virial he h0 hn hc one_pos).deriv
  have hs : scaled n 1 = n := by
    funext x
    simp [scaled]
  rw [hs, inv_one, one_mul] at h
  rw [kineticCorrelation, h]
  ring
```

The quadratic case needs no scaling argument. The proof computes that `pressure` returns the same function $c\,t^2$, and then applies `pressure_virial`.

```lean
/-- For the quadratic energy density `c t^2` the energy itself equals minus the integral
of `n x v'`. -/
theorem quadratic_virial (c : ℝ) {n : ℝ → ℝ} (hn : ContDiff ℝ 1 n)
    (hc : HasCompactSupport n) :
    localEnergy (fun t => c * t ^ 2) n =
      -∫ x, n x * x * deriv (potential (fun t => c * t ^ 2) n) x := by
  have hp : pressure (fun t => c * t ^ 2) = fun t => c * t ^ 2 := by
    funext t
    have hd : deriv (fun t : ℝ => c * t ^ 2) t = c * (2 * t) := by
      refine HasDerivAt.deriv (((hasDerivAt_pow 2 t).const_mul c).congr_deriv ?_)
      norm_num
    simp only [pressure, hd]
    ring
  have h := pressure_virial (e := fun t => c * t ^ 2)
    (contDiff_const.mul (contDiff_id.pow 2)) (by norm_num) hn hc
  rwa [hp] at h

end

end LocalCorrelationVirial
```

```lean
#print axioms LocalCorrelationVirial.zero_force
-- 'LocalCorrelationVirial.zero_force' depends on axioms: [propext, Classical.choice, Quot.sound]
#print axioms LocalCorrelationVirial.correlation_virial
-- 'LocalCorrelationVirial.correlation_virial' depends on axioms: [propext, Classical.choice, Quot.sound]
#print axioms LocalCorrelationVirial.quadratic_virial
-- 'LocalCorrelationVirial.quadratic_virial' depends on axioms: [propext, Classical.choice, Quot.sound]
```
